# Band moments of the nearest-neighbour chain count returning walks

Average $(2\cos k)^4$ over the four points $k = 0, \pi/2, \pi, 3\pi/2$ and the result is 8. With zero site energy and unit hopping, the infinite chain has band energy $2\cos k$ and fourth moment 6, but nothing in the number 8 betrays the coarse sampling. An exact value for every moment exposes such errors. For this non-interacting chain with one orbital per site, it gives a test for codes that build a local density of states from moments.

## From phases to walks

A walk $s$ of $m$ hops is a sequence of steps $\sigma_i = \pm 1$, with displacement $d(s) = \sum_i \sigma_i$. Let $R_m$ be the number of walks with $d(s) = 0$. The claim is

$$\frac{1}{2\pi}\int_0^{2\pi}(2\cos k)^m\,dk = R_m,\qquad R_{2n}=\binom{2n}{n},\qquad R_{2n+1}=0.$$

Write $2\cos k = e^{ik}+e^{-ik}$. Expanding the $m$-th power means choosing one phase from each factor, which is the same as choosing a walk:

$$(2\cos k)^m=\sum_s e^{i d(s)k}=\sum_s\cos(d(s)k).$$

The last step takes the real part, since the left side is real. For a nonzero integer $d$,

$$\int_0^{2\pi}\cos(dk)\,dk=\frac{\sin(2\pi d)}{d}=0,$$

while $d=0$ gives $2\pi$. Only returning walks survive, each contributing $2\pi$.

A walk with $r$ right hops has $d = r-(m-r) = 2r-m$. It returns exactly when $2r=m$. For $m=2n$ this means choosing which $n$ hops go right; for odd $m$ it is impossible.

For $m=4$, the sixteen walks have displacements $4,2,0,-2,-4$ with multiplicities $1,4,6,4,1$, so

$$(2\cos k)^4 = 6+8\cos 2k+2\cos 4k.$$

The integral keeps the 6. On the four sample points $\cos 2k$ averages to zero but $\cos 4k$ is always 1, which gives the spurious $6+2=8$.

## From the Hamiltonian to the integral

With site energy $\alpha$ and hopping $t$, let

$$(H\psi)(x)=\alpha\psi(x)+t[\psi(x-1)+\psi(x+1)].$$

Start from $\delta_0$, the state with amplitude 1 on site 0 and 0 elsewhere. Then

$$(H^m\delta_0)(x)=I_m(x):=\frac1{2\pi}\int_0^{2\pi}(\alpha+2t\cos k)^m\cos(xk)\,dk.$$

For $m=0$ this is the cosine integral above. For the induction step, $\cos((x-1)k)+\cos((x+1)k)=2\cos k\cos(xk)$ gives

$$\alpha I_m(x)+t[I_m(x-1)+I_m(x+1)]=I_{m+1}(x).$$

The value at $x=0$ is the $m$-th moment of the local density of states on site 0. For $\alpha=0$ it equals $t^mR_m$.

## Walks and the chain in Lean

```lean
import Mathlib

open scoped Real

namespace InfiniteChainMoments

noncomputable section
```

A Boolean records the direction of a hop, and a function `Fin m → Bool` is a walk.

```lean
/-- A single hop on the chain: one site to the right (`true`) or to the left (`false`). -/
def step (b : Bool) : ℤ := if b then 1 else -1

/-- The net displacement of a walk of `m` hops. -/
def displacement {m : ℕ} (s : Fin m → Bool) : ℤ := ∑ i, step (s i)

/-- The walks of `m` hops that end on the site where they began. -/
def returningWalks (m : ℕ) : Finset (Fin m → Bool) :=
  Finset.univ.filter (fun s => displacement s = 0)
```

The set of right hops will turn the count into a choice of subsets.

```lean
/-- The set of hops of a walk that go to the right. -/
def rightSteps {m : ℕ} (s : Fin m → Bool) : Finset (Fin m) :=
  Finset.univ.filter (fun i => s i = true)
```

The Hamiltonian acts on arbitrary real functions on the integers. The lattice spacing is 1, and the hopping enters with a plus sign, so $t$ plays the role of the Hückel $\beta$. No Hilbert space or spectral measure is constructed.

```lean
/-- The tight-binding Hamiltonian of the infinite chain with site energy `α` and
nearest-neighbour hopping `t`, acting on site amplitudes. -/
def chainHamiltonian (α t : ℝ) (ψ : ℤ → ℝ) : ℤ → ℝ :=
  fun x => α * ψ x + t * (ψ (x - 1) + ψ (x + 1))
```

## Integrating the walk expansion

The case split on `d = 0` follows the calculation by hand; a change of variable produces the sine, which vanishes at integer multiples of $\pi$.

```lean
/-- The integral of `cos (d k)` over the Brillouin zone is `2π` for `d = 0` and vanishes
for every other integer `d`. -/
theorem integral_cos_int (d : ℤ) :
    ∫ k in (0 : ℝ)..(2 * π), Real.cos (d * k) = if d = 0 then 2 * π else 0 := by
  split_ifs with h
  · simp [h]
  · have hd : (d : ℝ) ≠ 0 := Int.cast_ne_zero.mpr h
    have hs : Real.sin ((d : ℝ) * (2 * π)) = 0 := by
      have e : (d : ℝ) * (2 * π) = ((2 * d : ℤ) : ℝ) * π := by push_cast; ring
      rw [e, Real.sin_int_mul_pi]
    rw [intervalIntegral.integral_comp_mul_left (fun y => Real.cos y) hd, integral_cos, hs]
    simp
```

Here `Fintype.sum_pow` expands the power into walks, `Complex.exp_sum` collects each product of phases, and the real part leaves the cosines.

```lean
/-- The `m`-th power of the band energy `2 cos k` is a sum over all walks of `m` hops, each
contributing the cosine of `k` times its displacement. -/
theorem band_pow_eq_walk_sum (m : ℕ) (k : ℝ) :
    (2 * Real.cos k) ^ m = ∑ s : Fin m → Bool, Real.cos (displacement s * k) := by
  -- one hop: two opposite phases
  have h2 : ((2 * Real.cos k : ℝ) : ℂ)
      = ∑ b : Bool, Complex.exp (((step b * k : ℝ) : ℂ) * Complex.I) := by
    rw [Fintype.sum_bool]
    push_cast
    rw [Complex.two_cos]
    simp [step]
  -- m hops: expand the power into products of phases
  have h : ((2 * Real.cos k : ℝ) : ℂ) ^ m
      = ∑ s : Fin m → Bool, Complex.exp (((displacement s * k : ℝ) : ℂ) * Complex.I) := by
    rw [h2, Fintype.sum_pow]
    refine Finset.sum_congr rfl fun s _ => ?_
    rw [← Complex.exp_sum]
    congr 1
    simp only [displacement]
    push_cast
    rw [Finset.sum_mul, Finset.sum_mul]
  have hr := congrArg Complex.re h
  rw [← Complex.ofReal_pow, Complex.ofReal_re, Complex.re_sum] at hr
  simpa only [Complex.exp_ofReal_mul_I_re] using hr
```

Continuity permits exchanging the finite sum with the integral. The surviving terms are then counted.

```lean
/-- The `m`-th moment of the band `2 cos k` is the number of returning walks of `m` hops. -/
theorem moment_eq_card_returningWalks (m : ℕ) :
    1 / (2 * π) * ∫ k in (0 : ℝ)..(2 * π), (2 * Real.cos k) ^ m
      = ((returningWalks m).card : ℝ) := by
  have hpi : π ≠ 0 := Real.pi_ne_zero
  have h : ∫ k in (0 : ℝ)..(2 * π), (2 * Real.cos k) ^ m
      = ((returningWalks m).card : ℝ) * (2 * π) := by
    simp only [band_pow_eq_walk_sum]
    rw [intervalIntegral.integral_finsetSum]
    · simp only [integral_cos_int]
      rw [← Finset.sum_filter, Finset.sum_const, nsmul_eq_mul, returningWalks]
    · intro s _
      exact Continuous.intervalIntegrable (by fun_prop) _ _
  rw [h]
  field_simp
```

## Counting the returning walks

The relation $d=2r-m$ comes from writing each step as twice an indicator minus one.

```lean
/-- The displacement of a walk is twice its number of right hops minus its length. -/
theorem displacement_eq {m : ℕ} (s : Fin m → Bool) :
    displacement s = 2 * ((rightSteps s).card : ℤ) - m := by
  have h : ∀ b : Bool, step b = 2 * (if b = true then 1 else 0) - 1 := by decide
  simp only [displacement, rightSteps, h, Finset.sum_sub_distrib, ← Finset.mul_sum,
    Finset.sum_boole]
  simp
```

The map `rightSteps` and its inverse, which reads a subset as a walk, match returning walks with $n$-element subsets.

```lean
/-- There are `binomial(2n, n)` returning walks of `2n` hops. -/
theorem card_returningWalks_even (n : ℕ) :
    (returningWalks (2 * n)).card = (2 * n).choose n := by
  -- a returning walk is the choice of its n right hops
  have h : (returningWalks (2 * n)).card
      = (Finset.powersetCard n (Finset.univ : Finset (Fin (2 * n)))).card := by
    refine Finset.card_bij' (fun s _ => rightSteps s)
      (fun A _ => fun i => decide (i ∈ A)) ?_ ?_ ?_ ?_
    · intro s hs
      have h0 : displacement s = 0 := (Finset.mem_filter.1 hs).2
      rw [displacement_eq] at h0
      refine Finset.mem_powersetCard.2 ⟨Finset.subset_univ _, ?_⟩
      show (rightSteps s).card = n
      push_cast at h0
      omega
    · intro A hA
      have hc : A.card = n := (Finset.mem_powersetCard.1 hA).2
      have hr : rightSteps (fun i => decide (i ∈ A)) = A := by
        ext i
        simp [rightSteps]
      refine Finset.mem_filter.2 ⟨Finset.mem_univ _, ?_⟩
      rw [displacement_eq, hr, hc]
      push_cast
      ring
    · intro s _
      funext i
      simp [rightSteps]
    · intro A _
      ext i
      simp [rightSteps]
  rw [h, Finset.card_powersetCard, Finset.card_univ, Fintype.card_fin]
```

For odd length, `omega` finds the parity contradiction.

```lean
/-- No walk with an odd number of hops returns to its starting site. -/
theorem card_returningWalks_odd (n : ℕ) : (returningWalks (2 * n + 1)).card = 0 := by
  rw [Finset.card_eq_zero, returningWalks, Finset.filter_eq_empty_iff]
  intro s _ h
  rw [displacement_eq] at h
  push_cast at h
  omega
```

For zero site energy and unit hopping, the main theorem states the even moment, the walk count and the vanishing odd integral together, for every natural $n$. At $n=0$ the single empty walk gives moment 1. The odd integral carries no prefactor, so the proof cancels the nonzero $1/(2\pi)$.

```lean
/-- Moments of the infinite chain: the even moment of order `2n` equals `binomial(2n, n)`,
which is the number of returning walks of `2n` hops, and every odd power of the band energy
integrates to zero. -/
theorem infinite_chain_moments (n : ℕ) :
    1 / (2 * π) * ∫ k in (0 : ℝ)..(2 * π), (2 * Real.cos k) ^ (2 * n)
        = ((2 * n).choose n : ℝ) ∧
      (returningWalks (2 * n)).card = (2 * n).choose n ∧
      ∫ k in (0 : ℝ)..(2 * π), (2 * Real.cos k) ^ (2 * n + 1) = 0 := by
  refine ⟨?_, card_returningWalks_even n, ?_⟩
  · rw [moment_eq_card_returningWalks, card_returningWalks_even]
  · have h := moment_eq_card_returningWalks (2 * n + 1)
    rw [card_returningWalks_odd, Nat.cast_zero] at h
    have hpi : 1 / (2 * π) ≠ 0 := by positivity
    exact (mul_eq_zero.1 h).resolve_left hpi
```

## Powers of the Hamiltonian

The notation `^[m]` means applying the Hamiltonian $m$ times, and `Pi.single 0 1` is $\delta_0$. The induction keeps `x` general because each step needs the amplitudes on both neighbours; the equation `e` applies the cosine identity used above to the integrand.

```lean
/-- Applying the Hamiltonian `m` times to the state with amplitude 1 on site `0` and 0 elsewhere
gives, on site `x`, the Brillouin-zone average of `(α + 2 t cos k) ^ m * cos (x k)`. -/
theorem chain_amplitude (α t : ℝ) (m : ℕ) (x : ℤ) :
    (chainHamiltonian α t)^[m] (Pi.single 0 1) x
      = 1 / (2 * π) * ∫ k in (0 : ℝ)..(2 * π),
          (α + 2 * t * Real.cos k) ^ m * Real.cos (x * k) := by
  have hpi : π ≠ 0 := Real.pi_ne_zero
  induction m generalizing x with
  | zero =>
    simp only [Function.iterate_zero, id, pow_zero, one_mul, integral_cos_int,
      Pi.single_apply]
    split_ifs with h
    · field_simp
    · simp
  | succ m ih =>
    -- the sum of cos (x k) over the two neighbours of x is 2 cos k times its value at x
    have e : ∀ k : ℝ, (α + 2 * t * Real.cos k) ^ (m + 1) * Real.cos (x * k)
        = α * ((α + 2 * t * Real.cos k) ^ m * Real.cos (x * k))
          + t * ((α + 2 * t * Real.cos k) ^ m * Real.cos ((x - 1 : ℤ) * k)
            + (α + 2 * t * Real.cos k) ^ m * Real.cos ((x + 1 : ℤ) * k)) := by
      intro k
      have h1 : ((x - 1 : ℤ) : ℝ) * k = x * k - k := by push_cast; ring
      have h2 : ((x + 1 : ℤ) : ℝ) * k = x * k + k := by push_cast; ring
      rw [h1, h2, Real.cos_sub, Real.cos_add]
      ring
    rw [Function.iterate_succ_apply', chainHamiltonian, ih, ih, ih]
    simp only [e]
    rw [intervalIntegral.integral_add, intervalIntegral.integral_const_mul,
      intervalIntegral.integral_const_mul, intervalIntegral.integral_add]
    · ring
    all_goals exact Continuous.intervalIntegrable (by fun_prop) _ _
```

At zero site energy, the factor $t^m$ comes out of the integral and the walk count remains.

```lean
/-- For zero site energy, the diagonal element of the `m`-th power of the Hamiltonian on
site `0` is `t ^ m` times the number of returning walks of `m` hops. -/
theorem local_moment_eq_walks (t : ℝ) (m : ℕ) :
    (chainHamiltonian 0 t)^[m] (Pi.single 0 1) 0
      = t ^ m * ((returningWalks m).card : ℝ) := by
  have e : ∀ k : ℝ, (0 + 2 * t * Real.cos k) ^ m * Real.cos (((0 : ℤ) : ℝ) * k)
      = t ^ m * (2 * Real.cos k) ^ m := by
    intro k
    rw [Int.cast_zero, zero_mul, Real.cos_zero, mul_one, zero_add, ← mul_pow]
    congr 1
    ring
  rw [chain_amplitude, ← moment_eq_card_returningWalks]
  simp only [e]
  rw [intervalIntegral.integral_const_mul]
  ring

end

end InfiniteChainMoments
```

```lean
#print axioms InfiniteChainMoments.moment_eq_card_returningWalks
-- 'InfiniteChainMoments.moment_eq_card_returningWalks' depends on axioms: [propext, Classical.choice, Quot.sound]
#print axioms InfiniteChainMoments.infinite_chain_moments
-- 'InfiniteChainMoments.infinite_chain_moments' depends on axioms: [propext, Classical.choice, Quot.sound]
#print axioms InfiniteChainMoments.local_moment_eq_walks
-- 'InfiniteChainMoments.local_moment_eq_walks' depends on axioms: [propext, Classical.choice, Quot.sound]
```
